# The ATA self-energy of a binary alloy can depend on the reference level

Two people compute the self-energy of the same alloy at the same energy with the average t-matrix approximation (ATA). One measures the disorder from the mean level, the other from the level of one component, and their answers differ by several per cent. Neither has made an arithmetical error, but anyone who takes the reference level for a mere choice of origin will look for one. In the single-orbital model below, with disorder in the site levels only, the value of an ATA self-energy depends in general on the reference, which should therefore be stated with it.

## From the average t-matrix to a closed form

Each site of the alloy has level $a$ with weight $c$ or level $b$ with weight $1-c$. The reference medium has level $e$ on every site. If $G$ is the local Green function of the host with its level at zero, that of the reference medium at energy $z$ is $g=G(z-e)$.

Put one atom of level $\varepsilon$ into this medium. Its scattering potential is $\varepsilon-e$, and repeated scattering gives $t=(\varepsilon-e)+(\varepsilon-e)\,g\,t$, so

$$t=\frac{\varepsilon-e}{1-(\varepsilon-e)g}.$$

Let $T$ be the average of $t$ over the two species. The ATA looks for the level $\Sigma$ whose own t-matrix in the medium is $T$. Solving $T=(\Sigma-e)/(1-(\Sigma-e)g)$ gives

$$\Sigma=e+\frac{T}{1+Tg}.$$

This $\Sigma$ contains the reference level, so results from different references can be compared directly.

Write $A=1-(a-e)g$, $B=1-(b-e)g$, $m=ca+(1-c)b$ and $m'=(1-c)a+cb$. Clearing denominators in the average,

$$T\,AB=c(a-e)B+(1-c)(b-e)A=(m-e)-(a-e)(b-e)g.$$

Multiply by $g$ and add $AB$. The quadratic terms cancel, and $m+m'=a+b$ leaves

$$(1+Tg)\,AB=1-(m'-e)g=:D.$$

Hence $T/(1+Tg)=[(m-e)-(a-e)(b-e)g]/D$. Since $(m-e)(m'-e)-(a-e)(b-e)=mm'-ab=c(1-c)(a-b)^2$, the numerator equals $(m-e)D+c(1-c)(a-b)^2g$, and

$$\Sigma=m+\frac{c(1-c)(a-b)^2\,g}{1-(m'-e)g}.$$

For levels $\pm v$ and $c=1/2$, both $m$ and $m'$ vanish and the variance is $v^2$. The reference $e=0$ gives $v^2g$ and $e=v$ gives $v^2g/(1+vg)$, where $g$ is $G(z)$ in the first case and $G(z-v)$ in the second.

## When two references agree

Let $e_1,e_2$ be two references with Green functions $g_1,g_2$, and let $c\neq0,1$ and $a\ne b$. The nonzero variance cancels from $\Sigma(e_1)=\Sigma(e_2)$, and cross-multiplication gives

$$g_1\bigl(1-(m'-e_2)g_2\bigr)=g_2\bigl(1-(m'-e_1)g_1\bigr)
\iff g_1-g_2=(e_1-e_2)g_1g_2 .$$

Isolated sites have $G(x)=1/x$. Multiplying the numerator and denominator of the correction by $z-e$ turns it into $c(1-c)(a-b)^2/(z-m')$, from which $e$ has disappeared.

A semicircular band of half-width one behaves differently. For real $x\ge1$ its Green function is $G_0(x)=2(x-\sqrt{x^2-1})$, which satisfies $1+G_0^2/4=xG_0$ and is therefore never zero. With $x_i=z-e_i$, take $g_2$ times the equation for $g_1$ minus $g_1$ times the equation for $g_2$:

$$(g_2-g_1)+\tfrac14g_1g_2(g_1-g_2)=-(e_1-e_2)g_1g_2.$$

If the references agree, the right-hand side is $g_2-g_1$, so $g_1g_2(g_1-g_2)=0$ and $g_1=g_2$. The agreement condition then gives $e_1=e_2$.

For $v=7/8$ and $z=17/8$ the square roots are rational: $G_0(17/8)=1/2$ and $G_0(5/4)=1$. The two self-energies are $v^2/2=49/128$ and $8v^2/15=49/120$.

Finally, $\Sigma=e$ holds exactly when $T/(1+Tg)=0$, that is, when $T=0$. This is the condition of the coherent potential approximation (CPA), in which the medium is chosen so that the t-matrix of an alloy atom placed in it vanishes on average over the two species.

## The alloy and its denominators in Lean

The quantities live in an arbitrary field `K`, which covers real and complex energies.

```lean
import Mathlib

namespace ATAReferenceDependence

noncomputable section

variable {K : Type*} [Field K]
```

The single-site t-matrix is a scalar: there is one orbital per site, with no angular-momentum matrix.

```lean
/-- Single-site t-matrix of a level `ε` in a reference medium of level `e` with local
Green function `g`. -/
def tMatrix (ε e g : K) : K := (ε - e) / (1 - (ε - e) * g)
```

The weight `c` is any element of the field. It is a concentration when it is real and lies between 0 and 1.

```lean
/-- Average t-matrix of a binary alloy with levels `a`, `b` and weights `c`, `1 - c`. -/
def averageT (c a b e g : K) : K := c * tMatrix a e g + (1 - c) * tMatrix b e g
```

In the self-energy, `G` is an arbitrary function, evaluated at the shifted energy `z - e`. The ATA formula is taken as a definition; it is not derived from the scattering series of a lattice.

```lean
/-- ATA self-energy at energy `z`, computed from the reference level `e` in a host with
local Green function `G`. -/
def ataSelfEnergy (G : K → K) (c a b z e : K) : K :=
  e + averageT c a b e (G (z - e)) / (1 + averageT c a b e (G (z - e)) * G (z - e))
```

`Regular` collects three conditions. The first two exclude energies at which a single $a$ or $b$ atom in the reference medium has a pole in its t-matrix, as at an impurity bound state. Given these, the third excludes a vanishing $D$.

```lean
/-- The denominators of both t-matrices and of the ATA self-energy are nonzero. -/
def Regular (G : K → K) (c a b z e : K) : Prop :=
  1 - (a - e) * G (z - e) ≠ 0 ∧ 1 - (b - e) * G (z - e) ≠ 0 ∧
    1 + averageT c a b e (G (z - e)) * G (z - e) ≠ 0
```

## Clearing the denominators

The first lemma is the formula for $T\,AB$. Its steps `h1` and `h2` multiply each t-matrix by its denominator, and `linear_combination` adds them with the weights used by hand and checks the remaining algebra.

```lean
/-- The average t-matrix with the two single-site denominators cleared. -/
theorem averageT_mul (c : K) {a b e g : K}
    (ha : 1 - (a - e) * g ≠ 0) (hb : 1 - (b - e) * g ≠ 0) :
    averageT c a b e g * ((1 - (a - e) * g) * (1 - (b - e) * g)) =
      c * (a - e) * (1 - (b - e) * g) + (1 - c) * (b - e) * (1 - (a - e) * g) := by
  have h1 : tMatrix a e g * (1 - (a - e) * g) = a - e := div_mul_cancel₀ _ ha
  have h2 : tMatrix b e g * (1 - (b - e) * g) = b - e := div_mul_cancel₀ _ hb
  unfold averageT
  linear_combination c * (1 - (b - e) * g) * h1 + (1 - c) * (1 - (a - e) * g) * h2
```

The identity $(1+Tg)AB=D$ is `key` in the next proof. A product of three nonzero factors is nonzero, so $D\neq0$.

```lean
/-- In the regular case the denominator built from the level average with interchanged
weights is nonzero. -/
theorem effective_denominator_ne_zero {G : K → K} {c a b z e : K}
    (h : Regular G c a b z e) :
    1 - ((1 - c) * a + c * b - e) * G (z - e) ≠ 0 := by
  obtain ⟨ha, hb, hT⟩ := h
  have h2 := averageT_mul c ha hb
  -- this denominator is the product of the three regular ones
  have key : (1 + averageT c a b e (G (z - e)) * G (z - e)) *
      ((1 - (a - e) * G (z - e)) * (1 - (b - e) * G (z - e))) =
      1 - ((1 - c) * a + c * b - e) * G (z - e) := by
    linear_combination G (z - e) * h2
  rw [← key]
  exact mul_ne_zero hT (mul_ne_zero ha hb)
```

The closed form follows for every regular reference. In `hq`, `div_eq_div_iff` cross-multiplies the two expressions for $T/(1+Tg)$, and the cleared average settles the result. The last lines split off $m-e$ and add $e$.

```lean
/-- The ATA self-energy is the mean level plus a correction containing as a factor the variance of
the levels, and the reference level enters only through that correction. -/
theorem ata_closed_form {G : K → K} {c a b z e : K} (h : Regular G c a b z e) :
    ataSelfEnergy G c a b z e = (c * a + (1 - c) * b) +
      c * (1 - c) * (a - b) ^ 2 * G (z - e) /
        (1 - ((1 - c) * a + c * b - e) * G (z - e)) := by
  have hr := effective_denominator_ne_zero h
  obtain ⟨ha, hb, hT⟩ := h
  have h2 := averageT_mul c ha hb
  unfold ataSelfEnergy
  generalize G (z - e) = g at *
  -- the numerator is split into a multiple of the denominator and the variance term
  have hq : averageT c a b e g / (1 + averageT c a b e g * g) =
      ((c * a + (1 - c) * b - e) * (1 - ((1 - c) * a + c * b - e) * g) +
        c * (1 - c) * (a - b) ^ 2 * g) / (1 - ((1 - c) * a + c * b - e) * g) := by
    rw [div_eq_div_iff hT hr]
    linear_combination h2
  rw [hq, add_div, mul_div_cancel_right₀ _ hr]
  ring
```

The symmetric alloy is a substitution: `hm`, `hm'` and `hk` evaluate $m$, $m'$ and the variance. `CharZero` ensures that one half has its usual meaning. Each formula needs regularity only at its own reference.

```lean
/-- For levels `v` and `-v` in equal amounts, the reference `0` gives `v² g` and the
reference `v` gives `v² g / (1 + v g)`, each with its own `g = G (z - e)`. -/
theorem ata_symmetric_alloy [CharZero K] (G : K → K) (v z : K) :
    (Regular G (1 / 2) v (-v) z 0 →
      ataSelfEnergy G (1 / 2) v (-v) z 0 = v ^ 2 * G z) ∧
    (Regular G (1 / 2) v (-v) z v →
      ataSelfEnergy G (1 / 2) v (-v) z v = v ^ 2 * G (z - v) / (1 + v * G (z - v))) := by
  have hm : (1 / 2 : K) * v + (1 - 1 / 2) * (-v) = 0 := by ring
  have hm' : (1 - 1 / 2 : K) * v + 1 / 2 * (-v) = 0 := by ring
  have hk : (1 / 2 : K) * (1 - 1 / 2) * (v - -v) ^ 2 = v ^ 2 := by ring
  constructor
  · intro h
    rw [ata_closed_form h, hm, hm', hk]
    simp
  · intro h
    rw [ata_closed_form h, hm, hm', hk, zero_add]
    congr 1
    ring
```

## Agreement, self-consistency and isolated sites

The criterion for agreement assumes that both species are present and that their levels differ. Without disorder $\Sigma$ would be $m$ for every regular reference. The proof cancels $m$, cross-multiplies, and removes the nonzero variance `hk`.

```lean
/-- For two distinct levels, both present, two references give the same ATA self-energy
exactly when their Green functions satisfy `g₁ - g₂ = (e₁ - e₂) g₁ g₂`. -/
theorem ata_eq_iff {G : K → K} {c a b z e₁ e₂ : K} (hc : c ≠ 0) (hc' : c ≠ 1)
    (hab : a ≠ b) (h₁ : Regular G c a b z e₁) (h₂ : Regular G c a b z e₂) :
    ataSelfEnergy G c a b z e₁ = ataSelfEnergy G c a b z e₂ ↔
      G (z - e₁) - G (z - e₂) = (e₁ - e₂) * G (z - e₁) * G (z - e₂) := by
  have hk : c * (1 - c) * (a - b) ^ 2 ≠ 0 :=
    mul_ne_zero (mul_ne_zero hc (sub_ne_zero.mpr hc'.symm))
      (pow_ne_zero 2 (sub_ne_zero.mpr hab))
  rw [ata_closed_form h₁, ata_closed_form h₂, add_right_inj,
    div_eq_div_iff (effective_denominator_ne_zero h₁) (effective_denominator_ne_zero h₂)]
  constructor
  · intro h
    apply mul_left_cancel₀ hk
    linear_combination h
  · intro h
    linear_combination c * (1 - c) * (a - b) ^ 2 * h
```

The next theorem identifies fixed points of the ATA with solutions of the CPA condition at a given $z$. It does not show that a solution exists or is unique. It assumes only the third denominator to be nonzero; since Lean evaluates division by zero as zero, the physical reading also needs the two single-site denominators to be nonzero.

```lean
/-- The ATA self-energy reproduces its own reference level exactly when the average
t-matrix vanishes, which is the CPA condition. -/
theorem ata_fixed_point_iff_cpa {G : K → K} {c a b z e : K}
    (hT : 1 + averageT c a b e (G (z - e)) * G (z - e) ≠ 0) :
    ataSelfEnergy G c a b z e = e ↔ averageT c a b e (G (z - e)) = 0 := by
  unfold ataSelfEnergy
  constructor
  · intro h
    have h0 : averageT c a b e (G (z - e)) /
        (1 + averageT c a b e (G (z - e)) * G (z - e)) = 0 := by
      linear_combination h
    exact (div_eq_zero_iff.mp h0).resolve_right hT
  · intro h
    rw [h]
    simp
```

For isolated sites the host Green function is an inverse.

```lean
/-- Green function of an isolated site. -/
def isolatedG (x : K) : K := x⁻¹
```

The hypothesis `hz` keeps the energy away from the pole at the reference level. The relation `hi`, which says $(z-e)g=1$, then converts one denominator into the other. The right-hand side of the theorem contains no `e`, so any two admissible references give the same self-energy.

```lean
/-- For isolated sites the ATA self-energy is given by an expression free of the
reference level. -/
theorem ata_isolated_sites {c a b z e : K} (hz : z ≠ e)
    (h : Regular isolatedG c a b z e) :
    ataSelfEnergy isolatedG c a b z e = (c * a + (1 - c) * b) +
      c * (1 - c) * (a - b) ^ 2 / (z - ((1 - c) * a + c * b)) := by
  have hi : (z - e) * isolatedG (z - e) = 1 := mul_inv_cancel₀ (sub_ne_zero.mpr hz)
  have hr := effective_denominator_ne_zero h
  have hd : z - ((1 - c) * a + c * b) ≠ 0 := by
    intro h0
    apply hr
    linear_combination isolatedG (z - e) * h0 - hi
  rw [ata_closed_form h, add_right_inj, div_eq_div_iff hr hd]
  linear_combination c * (1 - c) * (a - b) ^ 2 * hi
```

## The semicircular band above its upper edge

This formula is the band's Green function only for real arguments at or above the upper edge, and the theorems use it only there.

```lean
/-- Local Green function of a semicircular band of half-width one, for real energies at
or above the upper band edge. -/
def semicircleG (x : ℝ) : ℝ := 2 * (x - √(x ^ 2 - 1))
```

The quadratic equation follows from squaring the root, which is legitimate because $x^2-1\ge0$.

```lean
/-- The semicircular Green function obeys the quadratic equation `1 + G² / 4 = x G`. -/
theorem semicircleG_quadratic {x : ℝ} (hx : 1 ≤ x) :
    1 + semicircleG x ^ 2 / 4 = x * semicircleG x := by
  have hs : √(x ^ 2 - 1) ^ 2 = x ^ 2 - 1 := Real.sq_sqrt (by nlinarith)
  unfold semicircleG
  linear_combination hs
```

The hypotheses `hz₁` and `hz₂` place $z$ at or above the upper band edge of each reference medium. In the proof, `n₁` and `n₂` say that the Green functions are nonzero, `hp` is the product $g_1g_2(g_1-g_2)=0$, and `he` gives $(e_1-e_2)g_1g_2=0$. The theorem makes no statement about energies inside the band, where the Green function is complex.

```lean
/-- In a semicircular band, at or above the upper band edge, two references give the same
ATA self-energy of a binary alloy only if they are equal. -/
theorem ata_semicircle_eq_iff {c a b z e₁ e₂ : ℝ} (hc : c ≠ 0) (hc' : c ≠ 1)
    (hab : a ≠ b) (hz₁ : 1 ≤ z - e₁) (hz₂ : 1 ≤ z - e₂)
    (h₁ : Regular semicircleG c a b z e₁) (h₂ : Regular semicircleG c a b z e₂) :
    ataSelfEnergy semicircleG c a b z e₁ = ataSelfEnergy semicircleG c a b z e₂ ↔
      e₁ = e₂ := by
  rw [ata_eq_iff hc hc' hab h₁ h₂]
  constructor
  · intro h
    have q₁ := semicircleG_quadratic hz₁
    have q₂ := semicircleG_quadratic hz₂
    have n₁ : semicircleG (z - e₁) ≠ 0 := by
      intro h0
      rw [h0] at q₁
      norm_num at q₁
    have n₂ : semicircleG (z - e₂) ≠ 0 := by
      intro h0
      rw [h0] at q₂
      norm_num at q₂
    -- the quadratic equations force the two Green functions to coincide
    have hp : semicircleG (z - e₁) * semicircleG (z - e₂) *
        (semicircleG (z - e₁) - semicircleG (z - e₂)) = 0 := by
      linear_combination 4 * h - 4 * semicircleG (z - e₁) * q₂ +
        4 * semicircleG (z - e₂) * q₁
    have hg := (mul_eq_zero.mp hp).resolve_left (mul_ne_zero n₁ n₂)
    have he : (e₁ - e₂) * (semicircleG (z - e₁) * semicircleG (z - e₂)) = 0 := by
      linear_combination hg - h
    exact sub_eq_zero.mp ((mul_eq_zero.mp he).resolve_right (mul_ne_zero n₁ n₂))
  · intro h
    subst h
    ring
```

The numerical case establishes regularity at both references instead of assuming it. The steps `g0` and `g1` recognise the perfect squares $(15/8)^2$ and $(3/4)^2$ under the roots, and `norm_num` evaluates the t-matrices, the self-energies and the final inequality in exact arithmetic.

```lean
/-- For `v = 7/8`, `c = 1/2` and `z = 17/8` in the semicircular band, the references `0`
and `v` are both regular and give the different self-energies `v²/2` and `8v²/15`. -/
theorem ata_semicircle_witness :
    Regular semicircleG (1 / 2) (7 / 8) (-(7 / 8)) (17 / 8) 0 ∧
    Regular semicircleG (1 / 2) (7 / 8) (-(7 / 8)) (17 / 8) (7 / 8) ∧
    ataSelfEnergy semicircleG (1 / 2) (7 / 8) (-(7 / 8)) (17 / 8) 0 = (7 / 8) ^ 2 / 2 ∧
    ataSelfEnergy semicircleG (1 / 2) (7 / 8) (-(7 / 8)) (17 / 8) (7 / 8) =
      8 * (7 / 8) ^ 2 / 15 ∧
    ((7 / 8) ^ 2 / 2 : ℝ) ≠ 8 * (7 / 8) ^ 2 / 15 := by
  have g0 : semicircleG (17 / 8 - 0) = 1 / 2 := by
    unfold semicircleG
    rw [show ((17 / 8 - 0 : ℝ) ^ 2 - 1) = (15 / 8) ^ 2 by norm_num,
      Real.sqrt_sq (by norm_num)]
    norm_num
  have g1 : semicircleG (17 / 8 - 7 / 8) = 1 := by
    unfold semicircleG
    rw [show ((17 / 8 - 7 / 8 : ℝ) ^ 2 - 1) = (3 / 4) ^ 2 by norm_num,
      Real.sqrt_sq (by norm_num)]
    norm_num
  unfold Regular ataSelfEnergy
  rw [g0, g1]
  norm_num [averageT, tMatrix]

end

end ATAReferenceDependence
```

```lean
#print axioms ATAReferenceDependence.ata_symmetric_alloy
-- 'ATAReferenceDependence.ata_symmetric_alloy' depends on axioms: [propext, Classical.choice, Quot.sound]
#print axioms ATAReferenceDependence.ata_fixed_point_iff_cpa
-- 'ATAReferenceDependence.ata_fixed_point_iff_cpa' depends on axioms: [propext, Classical.choice, Quot.sound]
#print axioms ATAReferenceDependence.ata_isolated_sites
-- 'ATAReferenceDependence.ata_isolated_sites' depends on axioms: [propext, Classical.choice, Quot.sound]
#print axioms ATAReferenceDependence.ata_semicircle_eq_iff
-- 'ATAReferenceDependence.ata_semicircle_eq_iff' depends on axioms: [propext, Classical.choice, Quot.sound]
```
